# Dirac–Frenkel dynamics with a bounded Hamiltonian: Hellmann–Feynman law and constant norm when the tangent space contains the state

Units are such that \(\hbar=1\). The inner product \(\langle x,y\rangle\), written `⟪x, y⟫_ℂ` in Lean, is conjugate-linear in \(x\) and linear in \(y\). Time is a real variable, and a prime on \(\psi\) or \(H\) denotes a time derivative.

```lean
import Mathlib

open scoped InnerProductSpace ComplexConjugate

namespace DiracFrenkel

noncomputable section

variable {E : Type*} [NormedAddCommGroup E] [InnerProductSpace ℂ E]
```

The state space \(E\) is any complex inner product space, of finite or infinite dimension. It need not be complete, and states need not be normalised. Below, "energy" is short for \(\langle\psi,H\psi\rangle\), which is the mean energy when \(\|\psi\|=1\); for other non-zero states the mean energy is this number divided by \(\|\psi\|^2\).

```lean
/-- The residual `i u - H ψ` of the Schrödinger equation for a state `ψ` moving with
velocity `u`. -/
def residual (H : E →L[ℂ] E) (ψ u : E) : E := Complex.I • u - H ψ
```

For a Hamiltonian \(H\), a state \(\psi\) and a velocity \(u\), the residual is

\[
r = iu - H\psi .
\]

It vanishes exactly when \(u\) is the velocity that the Schrödinger equation prescribes. The type `E →L[ℂ] E` means a continuous, hence bounded, linear operator. This includes every Hamiltonian matrix in a finite basis, but not an unbounded operator such as the kinetic energy on the full space.

## Energy and norm balance for an arbitrary trajectory

```lean
/-- Energy balance: for a bounded symmetric `H`, differentiable in time, and a differentiable state,
`⟨ψ, H ψ⟩` changes at the rate `⟨ψ, H' ψ⟩ - 2 Re ⟨ψ', r⟩`, with `r` the residual. -/
theorem energy_balance {H : ℝ → E →L[ℂ] E} {H' : E →L[ℂ] E} {ψ : ℝ → E} {ψ' : E} {t : ℝ}
    (hs : (H t : E →ₗ[ℂ] E).IsSymmetric) (hH : HasDerivAt H H' t) (hψ : HasDerivAt ψ ψ' t) :
    HasDerivAt (fun s => ⟪ψ s, H s (ψ s)⟫_ℂ)
      (⟪ψ t, H' (ψ t)⟫_ℂ - 2 * ((⟪ψ', residual (H t) (ψ t) ψ'⟫_ℂ).re : ℂ)) t := by
  -- product rule for the operator acting on the state
  have hR := (ContinuousLinearMap.restrictScalarsL ℂ E E ℝ ℝ).hasFDerivAt.comp_hasDerivAt t hH
  have hHψ : HasDerivAt (fun s => H s (ψ s)) (H' (ψ t) + H t ψ') t := hR.clm_apply hψ
  refine (hψ.inner ℂ hHψ).congr_deriv ?_
  have h1 : ⟪ψ t, H t ψ'⟫_ℂ = conj ⟪ψ', H t (ψ t)⟫_ℂ := by
    rw [inner_conj_symm]
    exact (hs (ψ t) ψ').symm
  -- `⟨ψ', i ψ'⟩` is purely imaginary
  have him : (⟪ψ', ψ'⟫_ℂ).im = 0 := inner_self_im (𝕜 := ℂ) ψ'
  have h2 : (⟪ψ', residual (H t) (ψ t) ψ'⟫_ℂ).re = -(⟪ψ', H t (ψ t)⟫_ℂ).re := by
    rw [residual, inner_sub_right, inner_smul_right, Complex.sub_re, Complex.mul_re,
      Complex.I_re, Complex.I_im, him]
    ring
  rw [inner_add_right, h1, h2]
  generalize ⟪ψ', H t (ψ t)⟫_ℂ = z
  generalize ⟪ψ t, H' (ψ t)⟫_ℂ = a
  apply Complex.ext <;> simp
  ring
```

`HasDerivAt f f' t` says that \(f\) is differentiable at \(t\) with derivative \(f'\). For \(H\), the derivative is taken in operator norm. `IsSymmetric` means \(\langle Hx,y\rangle=\langle x,Hy\rangle\) for all \(x,y\). The theorem says that

\[
\frac{d}{dt}\langle\psi,H\psi\rangle=\langle\psi,H'\psi\rangle-2\,\mathrm{Re}\langle\psi',r\rangle ,
\]

with no condition on \(r\). The product rule gives three terms:

\[
\frac{d}{dt}\langle\psi,H\psi\rangle=\langle\psi',H\psi\rangle+\langle\psi,H'\psi\rangle+\langle\psi,H\psi'\rangle .
\]

By symmetry the last term is the complex conjugate of the first, so together they are \(2\,\mathrm{Re}\langle\psi',H\psi\rangle\). The definition of \(r\) gives

\[
\mathrm{Re}\langle\psi',r\rangle=\mathrm{Re}\big(i\|\psi'\|^2\big)-\mathrm{Re}\langle\psi',H\psi\rangle=-\mathrm{Re}\langle\psi',H\psi\rangle ,
\]

and substitution finishes the argument.

In the code, `hHψ` is the product rule for \(H\psi\), `h1` is the symmetry step and `h2` is the last display. The closing lines compare real and imaginary parts.

```lean
/-- Norm balance: for a bounded symmetric `H` and a differentiable state, the squared norm
changes at the rate `2 Im ⟨ψ, r⟩`, with `r` the residual. -/
theorem norm_balance {H : E →L[ℂ] E} {ψ : ℝ → E} {ψ' : E} {t : ℝ}
    (hs : (H : E →ₗ[ℂ] E).IsSymmetric) (hψ : HasDerivAt ψ ψ' t) :
    HasDerivAt (fun s => ‖ψ s‖ ^ 2) (2 * (⟪ψ t, residual H (ψ t) ψ'⟫_ℂ).im) t := by
  have h : HasDerivAt (fun s => (⟪ψ s, ψ s⟫_ℂ).re) ((⟪ψ t, ψ'⟫_ℂ + ⟪ψ', ψ t⟫_ℂ).re) t :=
    Complex.reCLM.hasFDerivAt.comp_hasDerivAt t (hψ.inner ℂ hψ)
  have e : (fun s => ‖ψ s‖ ^ 2) = fun s => (⟪ψ s, ψ s⟫_ℂ).re :=
    funext fun s => (inner_self_eq_norm_sq (𝕜 := ℂ) (ψ s)).symm
  rw [e]
  refine h.congr_deriv ?_
  -- the energy expectation value is real
  have hreal : (⟪ψ t, H (ψ t)⟫_ℂ).im = 0 := by
    have h1 : ⟪H (ψ t), ψ t⟫_ℂ = ⟪ψ t, H (ψ t)⟫_ℂ := hs (ψ t) (ψ t)
    have h2 := inner_conj_symm (𝕜 := ℂ) (ψ t) (H (ψ t))
    rw [h1] at h2
    exact Complex.conj_eq_iff_im.mp h2
  have h3 : (⟪ψ', ψ t⟫_ℂ).re = (⟪ψ t, ψ'⟫_ℂ).re := by
    rw [← inner_conj_symm ψ' (ψ t), Complex.conj_re]
  rw [residual, inner_sub_right, inner_smul_right, Complex.sub_im, Complex.mul_im,
    Complex.I_re, Complex.I_im, hreal, Complex.add_re, h3]
  ring
```

Here `H` is a single operator, the Hamiltonian at the instant \(t\). The statement is

\[
\frac{d}{dt}\|\psi\|^2=2\,\mathrm{Im}\langle\psi,r\rangle .
\]

The left side is \(2\,\mathrm{Re}\langle\psi,\psi'\rangle\). On the right, \(\langle\psi,H\psi\rangle\) is real by symmetry (`hreal`), so

\[
\mathrm{Im}\langle\psi,r\rangle=\mathrm{Im}\big(i\langle\psi,\psi'\rangle\big)-\mathrm{Im}\langle\psi,H\psi\rangle=\mathrm{Re}\langle\psi,\psi'\rangle .
\]

The proof writes \(\|\psi\|^2\) as the real part of \(\langle\psi,\psi\rangle\), differentiates it, and uses `h3` to combine the two conjugate terms.

## Orthogonal residuals

```lean
/-- Time-dependent Hellmann-Feynman theorem: for a bounded symmetric `H`, differentiable in
time, and a differentiable state whose residual is orthogonal to its velocity,
`⟨ψ, H ψ⟩' = ⟨ψ, H' ψ⟩`. -/
theorem hellmann_feynman {H : ℝ → E →L[ℂ] E} {H' : E →L[ℂ] E} {ψ : ℝ → E} {ψ' : E} {t : ℝ}
    (hs : (H t : E →ₗ[ℂ] E).IsSymmetric) (hH : HasDerivAt H H' t) (hψ : HasDerivAt ψ ψ' t)
    (hr : ⟪ψ', residual (H t) (ψ t) ψ'⟫_ℂ = 0) :
    HasDerivAt (fun s => ⟪ψ s, H s (ψ s)⟫_ℂ) ⟪ψ t, H' (ψ t)⟫_ℂ t :=
  (energy_balance hs hH hψ).congr_deriv (by rw [hr]; simp)
```

If \(\langle\psi',r\rangle=0\) at the instant \(t\), the correction in the energy balance vanishes and

\[
\frac{d}{dt}\langle\psi,H\psi\rangle=\langle\psi,H'\psi\rangle .
\]

The state need not be an eigenstate of \(H\). The proof inserts `hr` into `energy_balance`.

```lean
/-- For bounded symmetric `H(t)` and a differentiable state whose residual is orthogonal to the
state at all times, the norm of the state is constant. -/
theorem norm_conserved {H : ℝ → E →L[ℂ] E} {ψ ψ' : ℝ → E}
    (hs : ∀ t, (H t : E →ₗ[ℂ] E).IsSymmetric) (hψ : ∀ t, HasDerivAt ψ (ψ' t) t)
    (hr : ∀ t, ⟪ψ t, residual (H t) (ψ t) (ψ' t)⟫_ℂ = 0) (s t : ℝ) : ‖ψ s‖ = ‖ψ t‖ := by
  have hd : ∀ x, HasDerivAt (fun y => ‖ψ y‖ ^ 2) 0 x := fun x =>
    (norm_balance (hs x) (hψ x)).congr_deriv (by rw [hr x]; simp)
  have h := is_const_of_deriv_eq_zero (fun x => (hd x).differentiableAt)
    (fun x => (hd x).deriv) s t
  exact (sq_eq_sq₀ (norm_nonneg _) (norm_nonneg _)).mp h
```

If \(\langle\psi,r\rangle=0\) at all times, the norm balance gives \((\|\psi\|^2)'=0\) everywhere, which is `hd`. A real function with zero derivative on the whole line is constant, so \(\|\psi(s)\|^2=\|\psi(t)\|^2\) for any two times. Norms are non-negative, so the norms themselves agree.

```lean
/-- Dirac-Frenkel dynamics: let `H(t)` be bounded, symmetric and differentiable, and let the
complex subspace `T(t)` contain the state and its velocity and be orthogonal to the residual.
Then the energy obeys the Hellmann-Feynman theorem and the norm is constant. -/
theorem dirac_frenkel {H H' : ℝ → E →L[ℂ] E} {ψ ψ' : ℝ → E} (T : ℝ → Submodule ℂ E)
    (hs : ∀ t, (H t : E →ₗ[ℂ] E).IsSymmetric) (hH : ∀ t, HasDerivAt H (H' t) t)
    (hψ : ∀ t, HasDerivAt ψ (ψ' t) t) (hmem : ∀ t, ψ t ∈ T t) (hvel : ∀ t, ψ' t ∈ T t)
    (hr : ∀ t, ∀ v ∈ T t, ⟪v, residual (H t) (ψ t) (ψ' t)⟫_ℂ = 0) :
    (∀ t, HasDerivAt (fun s => ⟪ψ s, H s (ψ s)⟫_ℂ) ⟪ψ t, H' t (ψ t)⟫_ℂ t) ∧
      ∀ s t, ‖ψ s‖ = ‖ψ t‖ :=
  ⟨fun t => hellmann_feynman (hs t) (hH t) (hψ t) (hr t _ (hvel t)),
    norm_conserved hs hψ fun t => hr t _ (hmem t)⟩
```

`T t` is a complex linear subspace \(T(t)\) of \(E\). It stands for the tangent space of a family of trial states, that is, the directions in which the ansatz can move. These directions must be closed under multiplication by \(i\), which can fail for an ansatz with real parameters. The hypotheses `hmem` and `hvel` say that \(\psi(t)\) and \(\psi'(t)\) lie in \(T(t)\), and `hr` is the Dirac–Frenkel condition

\[
\langle v,\,i\psi'-H\psi\rangle=0\qquad\text{for all }v\in T(t).
\]

Choosing \(v=\psi'\) gives the Hellmann–Feynman law, and choosing \(v=\psi\) gives the constant norm. The two entries of the Lean proof are these two choices.

The trajectory is assumed to exist, and \(T(t)\) is given rather than constructed from a manifold. For variational propagation with a bounded Hamiltonian and such tangent spaces, the theorem says that the energy changes only through the explicit time dependence of \(H\), however poor the ansatz is. Errors of a finite time step are a separate matter.

The hypothesis \(\psi\in T\) matters for the norm. Take orthonormal \(e,f\) and

\[
H=|e\rangle\langle f|+|f\rangle\langle e|,\qquad \psi(t)=e-itf,\qquad T=\mathrm{span}\{f\}.
\]

Then \(\psi'=-if\) lies in \(T\), and \(r=f-(f-ite)=ite\) is orthogonal to \(T\). Every hypothesis except `hmem` holds, yet \(\|\psi\|^2=1+t^2\) grows. What fails here is the condition \(\mathrm{Im}\langle\psi,r\rangle=0\), since this imaginary part equals \(t\). The energy is constantly zero, in agreement with the Hellmann–Feynman law.

The same argument gives a neighbouring result for other observables. Let \(A\) be bounded, symmetric and independent of time, with \(A\psi\in T\). Since \(\psi'=-i(H\psi+r)\) and \(\langle A\psi,r\rangle=0\),

\[
\frac{d}{dt}\langle\psi,A\psi\rangle=2\,\mathrm{Re}\langle A\psi,\psi'\rangle=2\,\mathrm{Im}\langle A\psi,H\psi\rangle=\langle\psi,i[H,A]\psi\rangle .
\]

This is Ehrenfest's equation for \(A\), and \(A=1\) gives back the constant norm.

## Orthogonality as a least-residual condition

```lean
/-- For a velocity `u` in a complex subspace `T`, the residual is orthogonal to `T` if and only
if `u` makes the norm of the residual minimal among all velocities in `T`. -/
theorem orthogonal_iff_minimal (H : E →L[ℂ] E) (ψ : E) (T : Submodule ℂ E) {u : E}
    (hu : u ∈ T) : (∀ v ∈ T, ⟪v, residual H ψ u⟫_ℂ = 0) ↔
      ∀ w ∈ T, ‖residual H ψ u‖ ≤ ‖residual H ψ w‖ := by
  constructor
  · intro h w hw
    have e : residual H ψ w = residual H ψ u + Complex.I • (w - u) := by
      simp only [residual]
      module
    have h0 : ⟪residual H ψ u, Complex.I • (w - u)⟫_ℂ = 0 :=
      inner_eq_zero_symm.mp (h _ (T.smul_mem _ (T.sub_mem hw hu)))
    -- Pythagoras
    have hsq := norm_add_sq (𝕜 := ℂ) (residual H ψ u) (Complex.I • (w - u))
    rw [← e, h0, map_zero] at hsq
    nlinarith [norm_nonneg (residual H ψ w), sq_nonneg ‖Complex.I • (w - u)‖]
  · intro h v hv
    by_contra hne
    obtain ⟨c, hc⟩ : ∃ c, c = ⟪v, residual H ψ u⟫_ℂ := ⟨_, rfl⟩
    rw [← hc] at hne
    obtain ⟨s, hs0, hs1⟩ : ∃ s : ℝ, 0 < s ∧ s * (‖v‖ ^ 2 + 1) = 1 :=
      ⟨(‖v‖ ^ 2 + 1)⁻¹, by positivity, inv_mul_cancel₀ (by positivity)⟩
    -- a small step along `v` would lower the residual
    have e : residual H ψ (u + (Complex.I * (s * c)) • v)
        = residual H ψ u + (-(s * c)) • v := by
      have hI : Complex.I • (Complex.I * (s * c)) • v = (-(s * c)) • v := by
        rw [smul_smul]
        congr 1
        linear_combination (s * c) * Complex.I_sq
      simp only [residual, smul_add, hI]
      abel
    have hle := h _ (T.add_mem hu (T.smul_mem (Complex.I * (s * c)) hv))
    rw [e] at hle
    have hsq : ‖residual H ψ u + (-(s * c)) • v‖ ^ 2 = ‖residual H ψ u‖ ^ 2
        + 2 * (⟪residual H ψ u, (-(s * c)) • v⟫_ℂ).re + ‖(-(s * c)) • v‖ ^ 2 :=
      norm_add_sq (𝕜 := ℂ) _ _
    have hre : (⟪residual H ψ u, (-(s * c)) • v⟫_ℂ).re = -(s * ‖c‖ ^ 2) := by
      have hcc : -(s * c) * conj c = ((-(s * ‖c‖ ^ 2) : ℝ) : ℂ) := by
        have h1 := Complex.mul_conj c
        rw [Complex.normSq_eq_norm_sq] at h1
        push_cast at h1 ⊢
        linear_combination (-(s : ℂ)) * h1
      rw [inner_smul_right, ← inner_conj_symm (residual H ψ u) v, ← hc, hcc,
        Complex.ofReal_re]
    have hnorm : ‖(-(s * c)) • v‖ = s * ‖c‖ * ‖v‖ := by
      rw [norm_smul, norm_neg, norm_mul, Complex.norm_real, Real.norm_of_nonneg hs0.le]
    have hid : (s * ‖c‖ * ‖v‖) ^ 2 = s * ‖c‖ ^ 2 * (1 - s) := by
      linear_combination (s * ‖c‖ ^ 2) * hs1
    rw [hre, hnorm, hid] at hsq
    have hcpos : 0 < ‖c‖ := norm_pos_iff.mpr hne
    have hpos : 0 < s * ‖c‖ ^ 2 * (1 + s) := by positivity
    have hle2 := pow_le_pow_left₀ (norm_nonneg _) hle 2
    nlinarith
```

Fix \(H\), \(\psi\) and a complex subspace \(T\), and write \(r(w)=iw-H\psi\). For \(u\in T\), the theorem says that \(r(u)\) is orthogonal to \(T\) if and only if \(\|r(u)\|\le\|r(w)\|\) for every \(w\in T\). It does not claim that a minimiser exists.

Suppose first that \(r(u)\) is orthogonal to \(T\). Since \(r(w)=r(u)+i(w-u)\) and \(i(w-u)\in T\), Pythagoras gives

\[
\|r(w)\|^2=\|r(u)\|^2+\|w-u\|^2\ge\|r(u)\|^2 .
\]

Conversely, let \(u\) be minimal and suppose that \(c=\langle v,r(u)\rangle\neq0\) for some \(v\in T\). Put \(s=1/(\|v\|^2+1)\) and try the velocity \(w=u+isc\,v\), which lies in \(T\). Then \(r(w)=r(u)-sc\,v\), and

\[
\|r(w)\|^2=\|r(u)\|^2-2s|c|^2+s^2|c|^2\|v\|^2 .
\]

Because \(s\|v\|^2=1-s\), the right side equals \(\|r(u)\|^2-s(1+s)|c|^2\). This is smaller than \(\|r(u)\|^2\), which contradicts minimality.

In the second half of the proof, `e` is the formula for \(r(w)\), `hsq` expands the square, `hre` and `hnorm` evaluate its last two terms, and `hid` uses the choice of \(s\). The final `nlinarith` derives the contradiction.

## A two-level example with a non-zero residual

```lean
/-- The driven two-level Hamiltonian `2t |e⟩⟨e| + |f⟩⟨e| + |e⟩⟨f|`. -/
def drivenPair (e f : E) (t : ℝ) : E →L[ℂ] E :=
  (2 * (t : ℂ)) • (innerSL ℂ e).smulRight e
    + ((innerSL ℂ e).smulRight f + (innerSL ℂ f).smulRight e)
```

In Lean, `innerSL ℂ e` is the bra \(\langle e|\), and `.smulRight f` attaches the ket \(|f\rangle\), which gives \(|f\rangle\langle e|\). The Hamiltonian is therefore

\[
H(t)=2t\,|e\rangle\langle e|+|f\rangle\langle e|+|e\rangle\langle f| .
\]

```lean
/-- The state `exp(-i t²) e`, which moves only by its phase. -/
def drivenState (e : E) (t : ℝ) : E := Complex.exp (((-t ^ 2 : ℝ) : ℂ) * Complex.I) • e
```

The trial state is \(\psi(t)=e^{-it^2}e\). It can change its phase but never acquires a component along \(f\).

```lean
/-- The vector `-2 i t exp(-i t²) e`. -/
def drivenVelocity (e : E) (t : ℝ) : E :=
  (((-(2 * t) : ℝ) : ℂ) * Complex.I) • drivenState e t
```

This defines the vector \(-2it\,\psi(t)\). That it is the derivative of \(\psi\) is part of the next theorem.

```lean
/-- For orthonormal `e` and `f`, the driven two-level Hamiltonian is symmetric and
differentiable, and the state `exp(-i t²) e` has a residual of norm one that is orthogonal to
the state and to its velocity. -/
theorem dirac_frenkel_witness {e f : E} (he : ‖e‖ = 1) (hf : ‖f‖ = 1) (hef : ⟪e, f⟫_ℂ = 0)
    (t : ℝ) :
    (drivenPair e f t : E →ₗ[ℂ] E).IsSymmetric ∧
    HasDerivAt (drivenPair e f) ((2 : ℂ) • (innerSL ℂ e).smulRight e) t ∧
    HasDerivAt (drivenState e) (drivenVelocity e t) t ∧
    ⟪drivenState e t, residual (drivenPair e f t) (drivenState e t) (drivenVelocity e t)⟫_ℂ = 0 ∧
    ⟪drivenVelocity e t,
      residual (drivenPair e f t) (drivenState e t) (drivenVelocity e t)⟫_ℂ = 0 ∧
    ‖residual (drivenPair e f t) (drivenState e t) (drivenVelocity e t)‖ = 1 := by
  have hfe : ⟪f, e⟫_ℂ = 0 := inner_eq_zero_symm.mp hef
  have hHe : drivenPair e f t e = (2 * (t : ℂ)) • e + f := by
    simp [drivenPair, he, hfe]
  -- the residual points along `f`
  have hr : residual (drivenPair e f t) (drivenState e t) (drivenVelocity e t)
      = -(Complex.exp (((-t ^ 2 : ℝ) : ℂ) * Complex.I) • f) := by
    have hI : ∀ z : ℂ, Complex.I • (((-(2 * t) : ℝ) : ℂ) * Complex.I) • z • e
        = (2 * (t : ℂ) * z) • e := by
      intro z
      rw [smul_smul, smul_smul]
      congr 1
      push_cast
      linear_combination (-2 * (t : ℂ) * z) * Complex.I_sq
    simp only [residual, drivenVelocity, drivenState, map_smul, hHe, hI]
    module
  refine ⟨?_, ?_, ?_, ?_, ?_, ?_⟩
  · intro x y
    change ⟪drivenPair e f t x, y⟫_ℂ = ⟪x, drivenPair e f t y⟫_ℂ
    simp [drivenPair]
    ring
  · have h : HasDerivAt (fun s : ℝ => 2 * (s : ℂ)) 2 t :=
      ((hasDerivAt_id t).ofReal_comp.const_mul (2 : ℂ)).congr_deriv (by simp)
    exact (h.smul_const _).add_const _
  · have h : HasDerivAt (fun s : ℝ => -s ^ 2) (-(2 * t)) t :=
      (hasDerivAt_pow 2 t).fun_neg.congr_deriv (by simp)
    refine ((h.ofReal_comp.mul_const Complex.I).cexp.smul_const e).congr_deriv ?_
    rw [drivenVelocity, drivenState, smul_smul, mul_comm]
  · rw [hr, drivenState, inner_neg_right, inner_smul_left, inner_smul_right, hef]
    simp
  · rw [hr, drivenVelocity, drivenState, inner_neg_right, inner_smul_left, inner_smul_left,
      inner_smul_right, hef]
    simp
  · rw [hr, norm_neg, norm_smul, Complex.norm_exp_ofReal_mul_I, hf, one_mul]

end

end DiracFrenkel
```

Let \(e\) and \(f\) be orthonormal. The six statements are that \(H(t)\) is symmetric, that \(H'=2|e\rangle\langle e|\), that \(\psi'=-2it\psi\), that \(r\) is orthogonal to \(\psi\), that it is orthogonal to \(\psi'\), and that \(\|r\|=1\). The residual is

\[
r=i\psi'-H\psi=2t\,e^{-it^2}e-e^{-it^2}(2t\,e+f)=-e^{-it^2}f ,
\]

which is `hr` in the code. It points along \(f\), while \(\psi\) and \(\psi'\) point along \(e\), so both orthogonality statements follow.

With \(T=\mathrm{span}\{e\}\), this trajectory meets the conditions of `dirac_frenkel` although it never solves the Schrödinger equation. Its energy is \(2t\), whose derivative \(2\) equals \(\langle\psi,H'\psi\rangle\), and its norm stays at one. The Hellmann–Feynman law and the constant norm therefore do not measure how close a variational trajectory is to the exact one.

```lean
#print axioms DiracFrenkel.dirac_frenkel
-- 'DiracFrenkel.dirac_frenkel' depends on axioms: [propext, Classical.choice, Quot.sound]
#print axioms DiracFrenkel.orthogonal_iff_minimal
-- 'DiracFrenkel.orthogonal_iff_minimal' depends on axioms: [propext, Classical.choice, Quot.sound]
```
